# Symmetry-respecting transport data keep Boltzmann iterates covariant and reducible to wedge points on a finite k-set

## The k-grid as a set with a group action

The Brillouin zone is modelled here as a finite set K on which a group G acts, with no coordinates and no lattice. The link to directions in space is a separate object: a representation ρ of G by real orthogonal d×d matrices. A point k moves to gk, a vector x turns into ρ(g)x, and the velocities tie the two together.

The transport data are a lifetime τ(k), a scattering kernel W(k,k′) and a velocity v(k), which satisfy, for all g, k and k′,

τ(gk) = τ(k),  W(gk,gk′) = W(k,k′),  v(gk) = ρ(g)v(k).

These conditions stand for a crystal whose bands and scattering processes share its point symmetry, sampled on a grid that the symmetry operations map to itself. They are assumed, not derived from a Hamiltonian.

The unknown is a vector F(k), the mean free displacement of a carrier at k. The linearised Boltzmann equation, with no magnetic-field term, is iterated from F₀ = 0:

F_{n+1}(k) = τ(k) (v(k) + Σ_{k′} W(k,k′) F_n(k′)).

The first iterate, τv, is the relaxation-time result; later ones add the displacement that follows scattering from k to k′, with W(k,k′) as the effective rate. The conductivity, without constant prefactors and without the thermal weight of each k, is

σ_n = Σ_k v(k) F_n(k)ᵀ.

## Covariance of the iterates

Call F covariant if F(gk) = ρ(g)F(k) for all g and k. The zero field is covariant. If F_n is covariant, relabel the scattering partners by k′ → gk′, which only permutes K:

Σ_{k′} W(gk,k′) F_n(k′) = Σ_{k′} W(gk,gk′) F_n(gk′) = ρ(g) Σ_{k′} W(k,k′) F_n(k′).

With the invariance of τ and the covariance of v this gives

F_{n+1}(gk) = τ(k) (ρ(g)v(k) + ρ(g) Σ_{k′} W(k,k′) F_n(k′)) = ρ(g)F_{n+1}(k).

By induction every iterate is covariant.

## What symmetry leaves of the conductivity

The same relabelling in the conductivity sum gives

σ_n = Σ_k v(gk) F_n(gk)ᵀ = Σ_k ρ(g) v(k) F_n(k)ᵀ ρ(g)ᵀ = ρ(g) σ_n ρ(g)ᵀ.

Multiplying by ρ(g) from the right and using ρ(g)ᵀρ(g) = 1 yields σ_n ρ(g) = ρ(g) σ_n.

In a cubic crystal this fixes the tensor up to one number. Number the axes x, y, z as 0, 1, 2, and write S for σ_n. A twofold rotation about z is diag(−1, −1, 1); commuting with it forces S₀₂ = S₁₂ = S₂₀ = S₂₁ = 0. A threefold rotation about the cube diagonal sends x to y, y to z and z to x; commuting with it gives

S₀₀ = S₁₁,  S₁₁ = S₂₂,  S₀₁ = S₁₂,  S₁₀ = S₂₁.

The last two entries therefore vanish as well, and S = s·1 for a real number s that may depend on n.

## Iterating on the wedge alone

Let I be a finite set of wedge labels and r(i) the k-point with label i. For each k, choose a label c(k) and a group element γ(k) with

γ(k) r(c(k)) = k.

With one label per orbit, this is the irreducible wedge. Fold the kernel into d×d matrices

M(i,j) = Σ_{k′ : c(k′)=j} W(r(i),k′) ρ(γ(k′))

and iterate on I from f₀ = 0:

f_{n+1}(i) = τ(r(i)) (v(r(i)) + Σ_j M(i,j) f_n(j)).

Then f_n(i) = F_n(r(i)) for every n. This holds at n = 0. If it holds at n, covariance gives

Σ_j M(i,j) f_n(j) = Σ_{k′} W(r(i),k′) ρ(γ(k′)) F_n(r(c(k′))) = Σ_{k′} W(r(i),k′) F_n(k′),

so the two updates agree at r(i). One more use of covariance recovers the full field:

F_n(k) = ρ(γ(k)) f_n(c(k)).

## The converged solution

Suppose F_n(k) → F(k) at every k. The sums are finite, so both sides of the update rule converge, and F solves the stationary equation

F(k) = τ(k) (v(k) + Σ_{k′} W(k,k′) F(k′)).

Taking the limit of F_n(gk) = ρ(g)F_n(k) shows that F is covariant, so its conductivity also commutes with every ρ(g). Convergence is a hypothesis here; it holds, for example, if |τ(k)| Σ_{k′} |W(k,k′)| < 1 for every k. This test does not cover the case in which W ≥ 0 and 1/τ(k) is the total rate Σ_{k′} W(k,k′), because the left side is then exactly 1.

## In a transport code

For a linearised calculation on a symmetric finite grid, the reduction means that only the rows W(r(i),k′) are needed. A program need not build M: it can loop over k′ on the full grid, look up c(k′) and γ(k′), rotate the stored vector f_n(c(k′)) and accumulate.

Two details matter in such a loop. The matrices ρ(γ(k′)) must refer to the same axes as the stored vectors: with Cartesian velocities, symmetry matrices given in lattice coordinates have to be converted first. In the conductivity sum the outer products are rotated too, point k contributing ρ(γ(k)) v(r(c(k))) f_n(c(k))ᵀ ρ(γ(k))ᵀ; multiplying v(r(i)) f_n(i)ᵀ by the number of points in the orbit generally gives a wrong tensor.

## The statement in Lean

`IsInvariant` bundles the three symmetry conditions, and `Covariant` is the rule for vector fields. The homomorphism `ρ : G →* Matrix d d ℝ` is the representation, with orthogonality as the separate hypothesis `hρ`. The iterates F_n are `bteIter τ W v n`, and `vecMulVec` forms the outer product. The maps r, c and γ are `rep`, `cls` and `γ`; M is `wedgeKernel` and f_n is `wedgeIter`.

The main theorem, `bteIter_symmetry`, says that for every n the iterate is covariant and its conductivity commutes with every `ρ g`. G need not be finite, and the signs of τ and W are unrestricted. A band index can be made part of the elements of K; where bands are degenerate, band-resolved v and W depend on the basis chosen among the degenerate states, so the three conditions are not automatic there.

`conductivity` has no thermal weight −∂f/∂ε, with f the equilibrium occupation and ε the band energy. As this weight is an invariant function of k, it can be absorbed into the field to which `conductivity_commute` is applied.

```lean
import Mathlib

open Matrix Filter Topology

namespace BoltzmannWedge

noncomputable section

variable {G K d I : Type*} [Group G] [MulAction G K] [Fintype K] [Fintype d] [DecidableEq d]

/-- One update of the linearised Boltzmann equation:
`F(k) ↦ τ(k) (v(k) + ∑ W(k,k') F(k'))`. -/
def bteStep (τ : K → ℝ) (W : K → K → ℝ) (v F : K → d → ℝ) (k : K) : d → ℝ :=
  τ k • (v k + ∑ k', W k k' • F k')

/-- The iterates of the Boltzmann update, started from zero. -/
def bteIter (τ : K → ℝ) (W : K → K → ℝ) (v : K → d → ℝ) : ℕ → K → d → ℝ
  | 0 => fun _ => 0
  | n + 1 => bteStep τ W v (bteIter τ W v n)

/-- The conductivity tensor `∑ v(k) F(k)ᵀ`, without prefactors. -/
def conductivity (v F : K → d → ℝ) : Matrix d d ℝ :=
  ∑ k, vecMulVec (v k) (F k)

/-- A vector field on the k-set is covariant if `F(gk) = ρ(g) F(k)`. -/
def Covariant (ρ : G →* Matrix d d ℝ) (F : K → d → ℝ) : Prop :=
  ∀ (g : G) (k : K), F (g • k) = ρ g *ᵥ F k

/-- The transport data respect the group: lifetimes and scattering kernel are invariant,
velocities are covariant. -/
structure IsInvariant (ρ : G →* Matrix d d ℝ) (τ : K → ℝ) (W : K → K → ℝ)
    (v : K → d → ℝ) : Prop where
  lifetime : ∀ (g : G) (k : K), τ (g • k) = τ k
  kernel : ∀ (g : G) (k k' : K), W (g • k) (g • k') = W k k'
  velocity : Covariant ρ v

variable {ρ : G →* Matrix d d ℝ} {τ : K → ℝ} {W : K → K → ℝ} {v F : K → d → ℝ}

/-- If the transport data respect the group, one Boltzmann update turns a covariant field into a
covariant field. -/
theorem bteStep_covariant (hs : IsInvariant ρ τ W v) (hF : Covariant ρ F) :
    Covariant ρ (bteStep τ W v F) := by
  intro g k
  -- relabel the scattering partners by the group element
  have h : ∑ k', W (g • k) k' • F k' = ρ g *ᵥ ∑ k', W k k' • F k' := by
    calc ∑ k', W (g • k) k' • F k'
        = ∑ k', W (g • k) (g • k') • F (g • k') :=
          (Equiv.sum_comp (MulAction.toPerm g) (fun k' => W (g • k) k' • F k')).symm
      _ = ∑ k', ρ g *ᵥ (W k k' • F k') := by
          refine Finset.sum_congr rfl fun k' _ => ?_
          rw [hs.kernel, hF, Matrix.mulVec_smul]
      _ = ρ g *ᵥ ∑ k', W k k' • F k' :=
          (map_sum (ρ g).mulVecLin (fun k' => W k k' • F k') Finset.univ).symm
  unfold bteStep
  rw [h, hs.lifetime, hs.velocity, Matrix.mulVec_smul, Matrix.mulVec_add]

/-- For an orthogonal representation, covariant velocities and a covariant field, the conductivity
commutes with every matrix of the representation. -/
theorem conductivity_commute (hρ : ∀ g, (ρ g)ᵀ * ρ g = 1) (hv : Covariant ρ v)
    (hF : Covariant ρ F) (g : G) : Commute (ρ g) (conductivity v F) := by
  have h : conductivity v F = ρ g * conductivity v F * (ρ g)ᵀ := by
    calc conductivity v F = ∑ k, vecMulVec (v (g • k)) (F (g • k)) :=
          (Equiv.sum_comp (MulAction.toPerm g) (fun k => vecMulVec (v k) (F k))).symm
      _ = ∑ k, ρ g * vecMulVec (v k) (F k) * (ρ g)ᵀ := by
          refine Finset.sum_congr rfl fun k _ => ?_
          rw [hv, hF, Matrix.mul_vecMulVec, Matrix.vecMulVec_mul, Matrix.vecMul_transpose]
      _ = ρ g * conductivity v F * (ρ g)ᵀ := by
          rw [conductivity, Finset.mul_sum, Finset.sum_mul]
  -- orthogonality moves the transposed matrix to the other side
  calc ρ g * conductivity v F = ρ g * conductivity v F * ((ρ g)ᵀ * ρ g) := by
        rw [hρ, mul_one]
    _ = (ρ g * conductivity v F * (ρ g)ᵀ) * ρ g := by simp only [mul_assoc]
    _ = conductivity v F * ρ g := by rw [← h]

/-- If the representation is orthogonal and the transport data respect the group, every Boltzmann
iterate is covariant, and its conductivity commutes with every matrix of the representation. -/
theorem bteIter_symmetry (hρ : ∀ g, (ρ g)ᵀ * ρ g = 1) (hs : IsInvariant ρ τ W v) (n : ℕ) :
    Covariant ρ (bteIter τ W v n) ∧
      ∀ g, Commute (ρ g) (conductivity v (bteIter τ W v n)) := by
  have h : Covariant ρ (bteIter τ W v n) := by
    induction n with
    | zero => intro g k; simp [bteIter]
    | succ n ih => exact bteStep_covariant hs ih
  exact ⟨h, conductivity_commute hρ hs.velocity h⟩

/-- The scattering kernel folded onto the wedge: all partners `k'` in the class of wedge point `j`
are collected, each with the matrix `ρ (γ k')`. -/
def wedgeKernel [DecidableEq I] (ρ : G →* Matrix d d ℝ) (W : K → K → ℝ) (rep : I → K)
    (cls : K → I) (γ : K → G) (i j : I) : Matrix d d ℝ :=
  ∑ k' with cls k' = j, W (rep i) k' • ρ (γ k')

/-- The Boltzmann iteration carried out on wedge points only, with the folded kernel. -/
def wedgeIter [Fintype I] [DecidableEq I] (ρ : G →* Matrix d d ℝ) (τ : K → ℝ)
    (W : K → K → ℝ) (v : K → d → ℝ) (rep : I → K) (cls : K → I) (γ : K → G) :
    ℕ → I → d → ℝ
  | 0 => fun _ => 0
  | n + 1 => fun i => τ (rep i) • (v (rep i) +
      ∑ j, wedgeKernel ρ W rep cls γ i j *ᵥ wedgeIter ρ τ W v rep cls γ n j)

/-- Let the representation be orthogonal and let the transport data respect the group. If `γ(k)`
carries the wedge point of `k` to `k` for every `k`, then applying `ρ(γ(k))` to the wedge iterate
gives the full Boltzmann iterate at every `k`. -/
theorem bteIter_eq_wedgeIter [Fintype I] [DecidableEq I] (hρ : ∀ g, (ρ g)ᵀ * ρ g = 1)
    (hs : IsInvariant ρ τ W v) (rep : I → K) (cls : K → I) (γ : K → G)
    (hγ : ∀ k, γ k • rep (cls k) = k) (n : ℕ) (k : K) :
    bteIter τ W v n k = ρ (γ k) *ᵥ wedgeIter ρ τ W v rep cls γ n (cls k) := by
  have key : ∀ i, wedgeIter ρ τ W v rep cls γ n i = bteIter τ W v n (rep i) := by
    induction n with
    | zero => intro i; rfl
    | succ n ih =>
      intro i
      have hcov := (bteIter_symmetry hρ hs n).1
      -- the folded sum is the full scattering sum, grouped by classes
      have hsum : ∑ j, wedgeKernel ρ W rep cls γ i j *ᵥ wedgeIter ρ τ W v rep cls γ n j
          = ∑ k', W (rep i) k' • bteIter τ W v n k' := by
        rw [← Finset.sum_fiberwise Finset.univ cls
          (fun k' => W (rep i) k' • bteIter τ W v n k')]
        refine Finset.sum_congr rfl fun j _ => ?_
        let L : Matrix d d ℝ →+ (d → ℝ) :=
          { toFun := fun M => M *ᵥ wedgeIter ρ τ W v rep cls γ n j
            map_zero' := Matrix.zero_mulVec _
            map_add' := fun A B => Matrix.add_mulVec A B _ }
        refine (map_sum L (fun k' => W (rep i) k' • ρ (γ k')) _).trans ?_
        refine Finset.sum_congr rfl fun k' hk' => ?_
        have hj : cls k' = j := (Finset.mem_filter.mp hk').2
        change (W (rep i) k' • ρ (γ k')) *ᵥ wedgeIter ρ τ W v rep cls γ n j = _
        rw [Matrix.smul_mulVec, ih, ← hj, ← hcov, hγ]
      simp only [wedgeIter, bteIter, bteStep]
      rw [hsum]
  rw [key, ← (bteIter_symmetry hρ hs n).1, hγ]

/-- Let the representation be orthogonal and let the transport data respect the group. If the
iterates converge, the limit solves the stationary Boltzmann equation, is covariant, and has a
conductivity that commutes with the representation. -/
theorem limit_symmetry (hρ : ∀ g, (ρ g)ᵀ * ρ g = 1) (hs : IsInvariant ρ τ W v)
    (hF : ∀ k, Tendsto (fun n => bteIter τ W v n k) atTop (𝓝 (F k))) :
    bteStep τ W v F = F ∧ Covariant ρ F ∧ ∀ g, Commute (ρ g) (conductivity v F) := by
  have hcov : Covariant ρ F := by
    intro g k
    have hc : Continuous fun x : d → ℝ => ρ g *ᵥ x :=
      continuous_const.matrix_mulVec continuous_id
    refine tendsto_nhds_unique (hF (g • k)) (((hc.tendsto (F k)).comp (hF k)).congr ?_)
    intro n
    exact ((bteIter_symmetry hρ hs n).1 g k).symm
  refine ⟨?_, hcov, conductivity_commute hρ hs.velocity hcov⟩
  funext k
  -- pass to the limit on both sides of the update rule
  have h1 : Tendsto (fun n => bteStep τ W v (bteIter τ W v n) k) atTop
      (𝓝 (bteStep τ W v F k)) :=
    ((tendsto_finsetSum _ fun k' _ => (hF k').const_smul (W k k')).const_add
      (v k)).const_smul (τ k)
  exact tendsto_nhds_unique h1 ((hF k).comp (tendsto_add_atTop_nat 1))

/-- In three dimensions, let the transport data respect a group with an orthogonal representation.
If the representation contains a threefold rotation about the cube diagonal and a twofold rotation
about `z`, the conductivity of every iterate is a multiple of the identity. -/
theorem cubic_conductivity {ρ : G →* Matrix (Fin 3) (Fin 3) ℝ} {v : K → Fin 3 → ℝ}
    (hρ : ∀ g, (ρ g)ᵀ * ρ g = 1) (hs : IsInvariant ρ τ W v) (a b : G)
    (ha : ρ a = !![0, 0, 1; 1, 0, 0; 0, 1, 0])
    (hb : ρ b = !![-1, 0, 0; 0, -1, 0; 0, 0, 1]) (n : ℕ) :
    ∃ s : ℝ, conductivity v (bteIter τ W v n) = s • 1 := by
  have hA := ((bteIter_symmetry hρ hs n).2 a).eq
  have hB := ((bteIter_symmetry hρ hs n).2 b).eq
  rw [ha] at hA
  rw [hb] at hB
  generalize conductivity v (bteIter τ W v n) = S at hA hB ⊢
  -- the twofold axis removes the entries that mix z with x and y
  have b02 := congrFun (congrFun hB 0) 2
  have b12 := congrFun (congrFun hB 1) 2
  have b20 := congrFun (congrFun hB 2) 0
  have b21 := congrFun (congrFun hB 2) 1
  -- the threefold axis permutes the remaining entries
  have a10 := congrFun (congrFun hA 1) 0
  have a11 := congrFun (congrFun hA 1) 1
  have a20 := congrFun (congrFun hA 2) 0
  have a21 := congrFun (congrFun hA 2) 1
  simp [Matrix.mul_apply, Fin.sum_univ_three] at b02 b12 b20 b21 a10 a11 a20 a21
  refine ⟨S 0 0, ?_⟩
  ext i j
  fin_cases i <;> fin_cases j <;> simp <;> linarith

/-- The matrix that permutes three axes. -/
def permMat (g : Equiv.Perm (Fin 3)) : Matrix (Fin 3) (Fin 3) ℝ :=
  Matrix.of fun i j => if i = g j then 1 else 0

/-- The permutation matrices of three axes, as a representation. -/
def permRep : Equiv.Perm (Fin 3) →* Matrix (Fin 3) (Fin 3) ℝ where
  toFun := permMat
  map_one' := by
    ext i j
    exact Matrix.one_apply.symm
  map_mul' g h := by
    ext i j
    change (if i = g (h j) then (1 : ℝ) else 0) = (permMat g * permMat h) i j
    simp [permMat, Matrix.mul_apply]

/-- Three k-points with velocities along the three axes, unit lifetimes and equal scattering
between distinct points meet the symmetry hypotheses for the permutation matrices. -/
theorem bteIter_symmetry_witness :
    (∀ g, (permRep g)ᵀ * permRep g = 1) ∧
      IsInvariant permRep (fun _ : Fin 3 => 1) (fun k k' => if k = k' then 0 else 1 / 4)
        (fun k => Pi.single k 1) := by
  refine ⟨fun g => ?_, fun _ _ => rfl, fun g k k' => ?_, fun g k => ?_⟩
  · ext i j
    simp [permRep, permMat, Matrix.mul_apply, Matrix.one_apply, eq_comm]
  · simp
  · ext i
    simp [permRep, permMat, Pi.single_apply]

end

end BoltzmannWedge
```

```lean
#print axioms BoltzmannWedge.bteIter_eq_wedgeIter
#print axioms BoltzmannWedge.limit_symmetry
#print axioms BoltzmannWedge.cubic_conductivity
```

```
'BoltzmannWedge.bteIter_eq_wedgeIter' depends on axioms: [propext, Classical.choice, Quot.sound]
'BoltzmannWedge.limit_symmetry' depends on axioms: [propext, Classical.choice, Quot.sound]
'BoltzmannWedge.cubic_conductivity' depends on axioms: [propext, Classical.choice, Quot.sound]
```

## How the proof follows the derivation

`bteStep_covariant` is the induction step for covariance. The relabelling k′ → gk′ is `Equiv.sum_comp` applied to the permutation `MulAction.toPerm g`, and `map_sum` takes `ρ g` out of the sum. `conductivity_commute` relabels in the same way to obtain σ = ρσρᵀ, then inserts ρᵀρ = 1 to reach the commutation. `bteIter_symmetry` combines the two by induction on n. Orthogonality enters only in the conductivity half.

In `bteIter_eq_wedgeIter`, the claim `key` is f_n(i) = F_n(r(i)). `Finset.sum_fiberwise` groups the full scattering sum by label, and the additive map `L` lets the folded matrix act term by term. The rewrites with `ih`, `hcov` and `hγ` then turn each rotated wedge vector into F_n(k′).

`limit_symmetry` uses uniqueness of limits twice, once for covariance and once for the stationary equation, where the sequence is compared with itself shifted by one step. `cubic_conductivity` reads off four entries of each commutation relation, the ones used above, and `linarith` solves the resulting linear equations.

`bteIter_symmetry_witness` checks the symmetry hypotheses on a toy model with nonzero scattering: three k-points permuted by all permutations, velocities along the three axes, τ = 1, and W = 1/4 between distinct points. It is not a physical band, whose velocities would average to zero over the Brillouin zone. A hand calculation in this model shows that commuting with a group need not make σ scalar. Here F₂(k) is the unit vector along axis k plus a quarter of each of the other two, so σ₂ has 1 on the diagonal and 1/4 everywhere else. The permutation matrices allow this because they all fix the direction (1,1,1), whereas no line through the origin is mapped to itself by both rotations of the cubic pair.
